# Lowering annihilates zero-field Richardson–Gaudin states with distinct parameters away from the levels

Put one hard-core pair on two levels with energies e_0 ≠ e_1, in the state

[b⁺_0/(e_0 − x) + b⁺_1/(e_1 − x)] |vac⟩.

The operator b_0 + b_1 returns the vacuum times the sum of the two amplitudes,

1/(e_0 − x) + 1/(e_1 − x),

which vanishes at the midpoint x = (e_0 + e_1)/2. This is the zero-field Bethe equation for one pair. With M ≥ 2 pairs on L levels, the equations also contain terms coupling the parameters x_a, which come from the hard-core constraint.

## Pairs as amplitudes on occupied sets

The type `ι` labels the finitely many levels, and `α` labels the pairs.

```lean
import Mathlib

open Finset

namespace RichardsonGaudinZeroField

noncomputable section

variable {ι α : Type*} [Fintype ι] [DecidableEq ι] [DecidableEq α]
```

A state assigns a complex amplitude to each set of occupied levels. No normalisation is imposed.

```lean
/-- Hard-core pair states: a complex amplitude for each set of occupied levels. -/
abbrev Fock (ι : Type*) := Finset ι → ℂ
```

The vacuum has amplitude 1 on the empty set.

```lean
/-- The state with no pairs. -/
def vacuum : Fock ι := fun S => if S = ∅ then 1 else 0
```

The operators b_j and b⁺_j empty and fill level j. A level holds at most one pair.

```lean
/-- The operator `b_j`, removing a pair from level `j`. -/
def annihilate (j : ι) : Module.End ℂ (Fock ι) where
  toFun ψ S := if j ∈ S then 0 else ψ (insert j S)
  map_add' ψ φ := by funext S; by_cases h : j ∈ S <;> simp [h]
  map_smul' c ψ := by funext S; by_cases h : j ∈ S <;> simp [h]

/-- The operator `b⁺_j`, placing a pair on level `j` if it is empty. -/
def create (j : ι) : Module.End ℂ (Fock ι) where
  toFun ψ S := if j ∈ S then ψ (S.erase j) else 0
  map_add' ψ φ := by funext S; by_cases h : j ∈ S <;> simp [h]
  map_smul' c ψ := by funext S; by_cases h : j ∈ S <;> simp [h]
```

With n_j the occupation of level j, 1 − 2n_j is diagonal.

```lean
/-- The operator `1 - 2 n_j`: `-1` on an occupied level, `+1` on an empty one. -/
def polarity (j : ι) : Module.End ℂ (Fock ι) where
  toFun ψ S := if j ∈ S then -ψ S else ψ S
  map_add' ψ φ := by funext S; by_cases h : j ∈ S <;> simp [h, add_comm]
  map_smul' c ψ := by funext S; by_cases h : j ∈ S <;> simp [h]
```

The collective operators are B = ∑_j b_j, A(w) = ∑_i w_i b⁺_i and Z(v) = ∑_i v_i(1 − 2n_i).

```lean
/-- The total quasi-spin lowering operator `∑ b_j`. -/
def lowering : Module.End ℂ (Fock ι) := ∑ j, annihilate j

/-- The collective pair creator `∑ w_i b⁺_i`. -/
def raise (w : ι → ℂ) : Module.End ℂ (Fock ι) := ∑ i, w i • create i

/-- The weighted sum `∑ v_i (1 - 2 n_i)`. -/
def polaritySum (v : ι → ℂ) : Module.End ℂ (Fock ι) := ∑ i, v i • polarity i
```

## Two commutators

On one level, b_j b⁺_j = b⁺_j b_j + (1 − 2n_j), while operators on different levels commute. Summing with weights gives

B A(w) = A(w) B + Z(w).

Lean derives the single-level rule by checking occupied and empty cases, then sums it.

```lean
/-- Moving the total lowering operator past a collective pair creator
leaves the weighted sum of `1 - 2 n_i`. -/
theorem lowering_mul_raise (w : ι → ℂ) :
    lowering * raise w = raise w * lowering + polaritySum w := by
  have hc : ∀ j i : ι, annihilate j * create i =
      create i * annihilate j + if i = j then polarity i else 0 := by
    intro j i
    refine LinearMap.ext fun ψ => funext fun S => ?_
    by_cases h : i = j
    · subst h
      by_cases hi : i ∈ S <;> simp [annihilate, create, polarity, hi]
    · have h' : j ≠ i := Ne.symm h
      by_cases hi : i ∈ S <;> by_cases hj : j ∈ S <;>
        simp [annihilate, create, hi, hj, h, h', erase_insert_of_ne h']
  have hl : ∀ i : ι, lowering * create i = create i * lowering + polarity i := by
    intro i
    simp [lowering, sum_mul, mul_sum, hc, sum_add_distrib]
  unfold raise polaritySum
  rw [mul_sum, sum_mul, ← sum_add_distrib]
  refine sum_congr rfl fun i _ => ?_
  rw [mul_smul_comm, hl, smul_add, smul_mul_assoc]
```

Since (1 − 2n_i)b⁺_i = −b⁺_i and b⁺_i(1 − 2n_i) = b⁺_i,

Z(v) A(w) = A(w) Z(v) − 2A(vw), with (vw)_i = v_i w_i.

```lean
/-- Moving `∑ v_i (1 - 2 n_i)` past a collective pair creator leaves
`-2 ∑ v_i w_i b⁺_i`. -/
theorem polaritySum_mul_raise (v w : ι → ℂ) : polaritySum v * raise w =
    raise w * polaritySum v - (2 : ℂ) • raise (fun i => v i * w i) := by
  have hc : ∀ j i : ι, polarity j * create i =
      create i * polarity j - if i = j then (2 : ℂ) • create i else 0 := by
    intro j i
    refine LinearMap.ext fun ψ => funext fun S => ?_
    by_cases h : i = j
    · subst h
      by_cases hi : i ∈ S <;> simp [create, polarity, hi]
      ring
    · have h' : j ≠ i := Ne.symm h
      by_cases hi : i ∈ S <;> by_cases hj : j ∈ S <;>
        simp [create, polarity, hi, hj, h, h']
  have hz : ∀ i, polaritySum v * create i =
      create i * polaritySum v - (2 * v i) • create i := by
    intro i
    simp [polaritySum, sum_mul, mul_sum, hc, smul_sub, sum_sub_distrib, smul_smul, mul_comm]
  unfold raise
  rw [mul_sum, sum_mul, smul_sum, ← sum_sub_distrib]
  refine sum_congr rfl fun i _ => ?_
  rw [mul_smul_comm, hz, smul_mul_assoc]
  module
```

Creators commute, so a product of them needs no ordering.

```lean
/-- Collective pair creators commute. -/
theorem raise_commute (v w : ι → ℂ) : Commute (raise v) (raise w) := by
  have hc : ∀ i j : ι, Commute (create i) (create j) := by
    intro i j
    refine LinearMap.ext fun ψ => funext fun S => ?_
    by_cases h : i = j
    · subst h; rfl
    · have h' : j ≠ i := Ne.symm h
      by_cases hi : i ∈ S <;> by_cases hj : j ∈ S <;>
        simp [create, hi, hj, h, h', erase_right_comm (a := i) (b := j)]
  exact Commute.sum_left _ _ _ fun i _ => Commute.sum_right _ _ _ fun j _ =>
    ((hc i j).smul_left _).smul_right _
```

## Product states

For a finite set s of pair labels, let Ψ_s = ∏_{a∈s} A(w_a) |vac⟩. The Bethe state takes w_a(i) = 1/(e_i − x_a).

```lean
/-- The product of the collective pair creators labelled by `s`, applied to the vacuum. -/
def pairState (w : α → ι → ℂ) (s : Finset α) : Fock ι :=
  (s.noncommProd (fun a => raise (w a)) fun a _ b _ _ => raise_commute (w a) (w b)) vacuum

/-- The Bethe product state, with pair amplitudes `1 / (e_i - x_a)`. -/
def betheState (e : ι → ℂ) (x : α → ℂ) (s : Finset α) : Fock ι :=
  pairState (fun a i => 1 / (e i - x a)) s
```

Adding a label a ∉ s gives Ψ_{s∪{a}} = A(w_a)Ψ_s.

```lean
/-- Adding a label to a product state applies its pair creator. -/
theorem pairState_insert (w : α → ι → ℂ) {s : Finset α} {a : α} (ha : a ∉ s) :
    pairState w (insert a s) = raise (w a) (pairState w s) := by
  have h := noncommProd_insert_of_notMem s a (fun a => raise (w a))
    (fun a _ b _ _ => raise_commute (w a) (w b)) ha
  exact LinearMap.congr_fun h vacuum
```

On the vacuum, Z(v) gives ∑_i v_i. Moving it past one creator at a time, by induction on s, yields

Z(v)Ψ_s = (∑_i v_i)Ψ_s − 2 ∑_{b∈s} A(v w_b)Ψ_{s∖b}.

```lean
/-- The action of `∑ v_i (1 - 2 n_i)` on a product state: the vacuum value times the state, minus
twice the sum of states in which one pair has its amplitudes multiplied by `v`. -/
theorem polaritySum_pairState (v : ι → ℂ) (w : α → ι → ℂ) (s : Finset α) :
    polaritySum v (pairState w s) = (∑ i, v i) • pairState w s -
      (2 : ℂ) • ∑ b ∈ s, raise (fun i => v i * w b i) (pairState w (s.erase b)) := by
  induction s using Finset.induction_on with
  | empty =>
    have hv : ∀ i : ι, polarity i vacuum = vacuum := by
      intro i
      funext S
      by_cases h : S = ∅ <;> simp [polarity, vacuum, h]
    have h0 : pairState w ∅ = vacuum := LinearMap.congr_fun (noncommProd_empty
      (fun a => raise (w a)) (fun a _ b _ _ => raise_commute (w a) (w b))) vacuum
    simp [h0, polaritySum, LinearMap.sum_apply, hv, sum_smul]
  | insert a s ha ih =>
    have h := LinearMap.congr_fun (polaritySum_mul_raise v (w a)) (pairState w s)
    simp only [Module.End.mul_apply, LinearMap.sub_apply, LinearMap.smul_apply] at h
    have key : ∀ b ∈ s, raise (w a) (raise (fun i => v i * w b i) (pairState w (s.erase b)))
        = raise (fun i => v i * w b i) (pairState w ((insert a s).erase b)) := by
      intro b hb
      have hab : a ≠ b := by rintro rfl; exact ha hb
      rw [erase_insert_of_ne hab, pairState_insert w (fun h => ha (mem_of_mem_erase h))]
      exact LinearMap.congr_fun (raise_commute (w a) _).eq _
    rw [pairState_insert w ha, h, ih, map_sub, map_smul, map_smul, map_sum,
      sum_congr rfl key, sum_insert ha, erase_insert ha]
    module
```

## Lowering before the Bethe equations are imposed

Define the defect of x_a within s by

D_s(a) = ∑_{b∈s∖a} 2/(x_a − x_b) − ∑_i 1/(x_a − e_i).

```lean
/-- The amount by which `x_a` fails the zero-field Bethe equation within the set `s`. -/
def betheDefect (e : ι → ℂ) (x : α → ℂ) (s : Finset α) (a : α) : ℂ :=
  ∑ b ∈ s.erase a, 2 / (x a - x b) - ∑ i, 1 / (x a - e i)
```

For Bethe states whose parameters x_a are distinct and avoid the levels, the claim is BΨ_s = ∑_{a∈s} D_s(a)Ψ_{s∖a}. It holds for empty s because B|vac⟩ = 0. For t = s ∪ {a} with a ∉ s, the two commutators and the induction hypothesis give

BΨ_t = ∑_{b∈s} D_s(b)Ψ_{t∖b} + (∑_i w_a(i))Ψ_s − 2 ∑_{b∈s} A(w_a w_b)Ψ_{s∖b}.

Partial fractions give

w_a(i)w_b(i) = [w_a(i) − w_b(i)]/(x_a − x_b),

A(w_a w_b)Ψ_{s∖b} = (Ψ_{t∖b} − Ψ_s)/(x_a − x_b).

The coefficient of Ψ_{t∖b} is therefore D_s(b) − 2/(x_a − x_b) = D_t(b). That of Ψ_s is ∑_i w_a(i) + ∑_{b∈s} 2/(x_a − x_b) = D_t(a).

In the code, `k1` is the partial-fraction step, `k2` and `k3` update the defects, and `k5` collects coefficients before `module` finishes the linear algebra.

```lean
/-- Off-shell formula: lowering a Bethe product state whose parameters are distinct and avoid the
levels gives the sum of the states with one pair removed, each weighted by the defect of the removed
pair's Bethe equation. -/
theorem lowering_betheState (e : ι → ℂ) (x : α → ℂ) (hx : Function.Injective x)
    (he : ∀ a i, x a ≠ e i) (s : Finset α) : lowering (betheState e x s) =
      ∑ a ∈ s, betheDefect e x s a • betheState e x (s.erase a) := by
  unfold betheState
  set w : α → ι → ℂ := fun a i => 1 / (e i - x a) with hw
  induction s using Finset.induction_on with
  | empty =>
    have hv : ∀ j : ι, annihilate j vacuum = 0 := by
      intro j
      funext S
      simp [annihilate, vacuum]
    have h0 : pairState w ∅ = vacuum := LinearMap.congr_fun (noncommProd_empty
      (fun a => raise (w a)) (fun a _ b _ _ => raise_commute (w a) (w b))) vacuum
    simp [h0, lowering, LinearMap.sum_apply, hv]
  | insert a s ha ih =>
    have h := LinearMap.congr_fun (lowering_mul_raise (w a)) (pairState w s)
    simp only [Module.End.mul_apply, LinearMap.add_apply] at h
    have hne : ∀ b ∈ s, a ≠ b := by rintro b hb rfl; exact ha hb
    have hQ : ∀ b ∈ s, pairState w ((insert a s).erase b) =
        raise (w a) (pairState w (s.erase b)) := fun b hb => by
      rw [erase_insert_of_ne (hne b hb), pairState_insert w (fun h => ha (mem_of_mem_erase h))]
    -- partial fractions separate the product of two pair amplitudes
    have k1 : ∀ b ∈ s, raise (fun i => w a i * w b i) (pairState w (s.erase b)) =
        (1 / (x a - x b)) • (pairState w ((insert a s).erase b) - pairState w s) := by
      intro b hb
      have hs : pairState w s = raise (w b) (pairState w (s.erase b)) := by
        rw [← pairState_insert w (notMem_erase b s), insert_erase hb]
      have hr : raise (fun i => w a i * w b i) =
          (1 / (x a - x b)) • (raise (w a) - raise (w b)) := by
        unfold raise
        rw [← sum_sub_distrib, smul_sum]
        refine sum_congr rfl fun i _ => ?_
        have h1 := sub_ne_zero.2 (he a i).symm
        have h2 := sub_ne_zero.2 (he b i).symm
        have h3 := sub_ne_zero.2 (hx.ne (hne b hb))
        have hf : w a i * w b i = 1 / (x a - x b) * (w a i - w b i) := by
          simp only [hw]
          field_simp
          ring
        change (w a i * w b i) • create i = _
        rw [hf]
        module
      rw [hQ b hb, hs, hr]
      rfl
    have k2 : ∀ b ∈ s, betheDefect e x (insert a s) b =
        betheDefect e x s b - 2 / (x a - x b) := by
      intro b hb
      unfold betheDefect
      rw [erase_insert_of_ne (hne b hb), sum_insert (fun h => ha (mem_of_mem_erase h)),
        ← neg_sub (x a) (x b), div_neg]
      ring
    have k3 : betheDefect e x (insert a s) a =
        ∑ b ∈ s, 2 / (x a - x b) + ∑ i, w a i := by
      have hn : ∀ i, w a i = -(1 / (x a - e i)) := fun i => by
        simp only [hw]
        rw [← neg_sub (x a) (e i), div_neg]
      simp only [betheDefect, erase_insert ha, hn, sum_neg_distrib, sub_eq_add_neg]
    have k4 : ∀ b ∈ s, raise (w a) (betheDefect e x s b • pairState w (s.erase b)) =
        betheDefect e x s b • pairState w ((insert a s).erase b) := fun b hb => by
      rw [map_smul, hQ b hb]
    -- collect the coefficient of each state with one pair removed
    have k5 : ∑ b ∈ s, betheDefect e x (insert a s) b • pairState w ((insert a s).erase b) =
        ∑ b ∈ s, betheDefect e x s b • pairState w ((insert a s).erase b) -
        (2 : ℂ) • ∑ b ∈ s, (1 / (x a - x b)) •
          (pairState w ((insert a s).erase b) - pairState w s) -
        (∑ b ∈ s, 2 / (x a - x b)) • pairState w s := by
      rw [smul_sum, sum_smul, ← sum_sub_distrib, ← sum_sub_distrib]
      refine sum_congr rfl fun b hb => ?_
      rw [k2 b hb]
      module
    rw [sum_insert ha, erase_insert ha, k3, k5, pairState_insert w ha, h, ih, map_sum,
      sum_congr rfl k4, polaritySum_pairState, sum_congr rfl k1]
    module
```

## Solutions of the zero-field equations

If every defect vanishes, so does BΨ. The hypotheses are that the x_a are distinct (`hx`), that they avoid the levels (`he`), and that they solve the Bethe equations (`hB`). The equations have no constant term, which in the Gaudin spin model means no external field. Their solvability is assumed, and the levels may coincide.

```lean
/-- The total lowering operator annihilates every Bethe product state whose distinct
parameters avoid the levels and solve the zero-field Bethe equations. -/
theorem lowering_betheState_eq_zero {M : ℕ} (e : ι → ℂ) (x : Fin M → ℂ)
    (hx : Function.Injective x) (he : ∀ a i, x a ≠ e i)
    (hB : ∀ a, ∑ b ∈ univ.erase a, 2 / (x a - x b) = ∑ i, 1 / (x a - e i)) :
    lowering (betheState e x univ) = 0 := by
  rw [lowering_betheState e x hx he]
  refine sum_eq_zero fun a _ => ?_
  rw [betheDefect, hB a, sub_self, zero_smul]
```

## Total quasi-spin

Set S⁻ = B, S⁺ = ∑_i b⁺_i and S^z = ∑_i(n_i − 1/2). The Casimir operator is S⁺S⁻ + (S^z)² − S^z.

```lean
/-- The quasi-spin projection `S^z = ∑ (n_i - 1/2)`. -/
def totalSz : Module.End ℂ (Fock ι) := (-1 / 2 : ℂ) • polaritySum fun _ => 1

/-- The total quasi-spin Casimir operator `S⁺ S⁻ + S^z S^z - S^z`. -/
def casimir : Module.End ℂ (Fock ι) :=
  raise (fun _ => 1) * lowering + totalSz * totalSz - totalSz
```

Taking v = 1 in the formula for Z(v) gives S^z = M − L/2 on any product of M pairs.

```lean
/-- A product state of pairs has `S^z` equal to the number of pairs minus half the
number of levels. -/
theorem totalSz_pairState (w : α → ι → ℂ) (s : Finset α) : totalSz (pairState w s) =
    ((s.card : ℂ) - (Fintype.card ι : ℂ) / 2) • pairState w s := by
  have h : ∀ b ∈ s, raise (fun i => 1 * w b i) (pairState w (s.erase b)) =
      pairState w s := by
    intro b hb
    simp only [one_mul]
    change raise (w b) _ = _
    rw [← pairState_insert w (notMem_erase b s), insert_erase hb]
  have hs : ∑ _b ∈ s, pairState w s = (s.card : ℂ) • pairState w s := by
    rw [sum_const, Nat.cast_smul_eq_nsmul]
  have hc : ∑ _i : ι, (1 : ℂ) = (Fintype.card ι : ℂ) := by simp
  simp only [totalSz, LinearMap.smul_apply]
  rw [polaritySum_pairState, sum_congr rfl h, hs, hc]
  module
```

Once S⁻ annihilates the state, the Casimir value is m(m − 1) with m = M − L/2, which equals s(s + 1) for the number s = L/2 − M. A non-zero Bethe state satisfying the hypotheses above is thus a lowest-weight state; the theorem also allows the zero vector. For this finite model of hard-core pairs, it fixes the total quasi-spin of a geminal product wavefunction with these amplitudes.

```lean
/-- On a Bethe product state of `M` pairs on `L` levels whose distinct parameters avoid the levels
and solve the zero-field Bethe equations, the Casimir operator acts as `s (s + 1)` with `s = L/2 -
M`. -/
theorem casimir_betheState {M : ℕ} (e : ι → ℂ) (x : Fin M → ℂ)
    (hx : Function.Injective x) (he : ∀ a i, x a ≠ e i)
    (hB : ∀ a, ∑ b ∈ univ.erase a, 2 / (x a - x b) = ∑ i, 1 / (x a - e i)) :
    casimir (betheState e x univ) = (((Fintype.card ι : ℂ) / 2 - M) *
      ((Fintype.card ι : ℂ) / 2 - M + 1)) • betheState e x univ := by
  have hz : totalSz (betheState e x univ) =
      ((M : ℂ) - (Fintype.card ι : ℂ) / 2) • betheState e x univ := by
    have h := totalSz_pairState (fun a i => 1 / (e i - x a)) (univ : Finset (Fin M))
    rw [card_univ, Fintype.card_fin] at h
    exact h
  simp only [casimir, LinearMap.sub_apply, LinearMap.add_apply, Module.End.mul_apply]
  rw [lowering_betheState_eq_zero e x hx he hB, map_zero, hz, map_smul, hz]
  module
```

## Two pairs on four levels, in numbers

Take e = (0, 0, √3, −√3) and x = (1, −1). For x_0 = 1 the left side is 2/2 = 1, and the right side is 1 + 1 + 1/(1 − √3) + 1/(1 + √3) = 1; x_1 follows by symmetry. The amplitudes are −2 on {0,1} and {2,3}, and 1 on the other four pairs of levels. Removing a pair to leave level 0 occupied gives −2 + 1 + 1 = 0, and likewise for the other levels. Normalised, the amplitudes are −1/√3 and 1/(2√3), and s = 0.

## The midpoint state

For the opening example, the amplitudes at the midpoint are ±2/(e_0 − e_1). The state is non-zero and, up to a phase when normalised, equals (b⁺_0 − b⁺_1)|vac⟩/√2. Lean computes the amplitudes and then applies the general theorem.

```lean
/-- One pair on two distinct levels, with its parameter at their midpoint: the Bethe state
is a multiple of `b⁺_0 - b⁺_1` on the vacuum, and the lowering operator annihilates it. -/
theorem two_level_witness (e : Fin 2 → ℂ) (hne : e 0 ≠ e 1) :
    betheState e (fun _ : Fin 1 => (e 0 + e 1) / 2) univ =
      (2 / (e 0 - e 1)) • (create 0 vacuum - create 1 vacuum) ∧
    lowering (betheState e (fun _ : Fin 1 => (e 0 + e 1) / 2) univ) = 0 := by
  constructor
  · have h0 : 1 / (e 0 - (e 0 + e 1) / 2) = 2 / (e 0 - e 1) := by
      rw [show e 0 - (e 0 + e 1) / 2 = (e 0 - e 1) / 2 by ring, one_div_div]
    have h1 : 1 / (e 1 - (e 0 + e 1) / 2) = -(2 / (e 0 - e 1)) := by
      rw [show e 1 - (e 0 + e 1) / 2 = -((e 0 - e 1) / 2) by ring, div_neg, one_div_div]
    rw [betheState, show (univ : Finset (Fin 1)) = insert 0 ∅ by decide,
      pairState_insert _ (notMem_empty _)]
    simp only [pairState, noncommProd_empty, Module.End.one_apply, raise, Fin.sum_univ_two,
      LinearMap.add_apply, LinearMap.smul_apply, h0, h1]
    module
  · refine lowering_betheState_eq_zero e _ (Function.injective_of_subsingleton _) ?_ ?_
    · refine fun _ => Fin.forall_fin_two.2 ⟨fun h => hne ?_, fun h => hne ?_⟩
      · have h' : (e 0 + e 1) / 2 = e 0 := h
        linear_combination -2 * h'
      · have h' : (e 0 + e 1) / 2 = e 1 := h
        linear_combination 2 * h'
    · intro a
      have ha : (univ : Finset (Fin 1)).erase a = ∅ := by revert a; decide
      rw [ha, sum_empty, Fin.sum_univ_two,
        show (e 0 + e 1) / 2 - e 0 = -((e 0 - e 1) / 2) by ring,
        show (e 0 + e 1) / 2 - e 1 = (e 0 - e 1) / 2 by ring, div_neg, neg_add_cancel]

end

end RichardsonGaudinZeroField
```

```lean
#print axioms RichardsonGaudinZeroField.lowering_betheState_eq_zero
-- 'RichardsonGaudinZeroField.lowering_betheState_eq_zero' depends on axioms: [propext, Classical.choice, Quot.sound]
#print axioms RichardsonGaudinZeroField.casimir_betheState
-- 'RichardsonGaudinZeroField.casimir_betheState' depends on axioms: [propext, Classical.choice, Quot.sound]
```
